# A product vector for separated pairs is an eigenvector exactly when every pair solves its own quadratic equation

Take \(N\) two-level electron pairs that do not interact, and label a configuration by the set \(S\) of excited pairs. Exciting pair \(k\) costs \(2D_k\), and a real coupling \(K_k\) connects configurations that differ only in pair \(k\). The vector with coefficients \(x(S)=\prod_{k\in S}c_k\) is an eigenvector of this Hamiltonian \(H\) if and only if

\[
K_k+2D_kc_k=K_kc_k^2\qquad\text{for every }k .
\]

Its energy is then \(\sum_k K_kc_k\), measured from the reference configuration \(\varnothing\). For these non-interacting pairs, this additivity is what size consistency requires, even when the pairs all differ.

## One equation per pair

Write \(S\triangle k\) for \(S\) with pair \(k\) toggled. Then

\[
(Hx)(S)=\sum_{k\in S}2D_k\,x(S)+\sum_k K_k\,x(S\triangle k).
\]

Subtract \(\sum_kK_kc_k\,x(S)\) and look at each \(k\) separately. If \(k\notin S\), toggling adds a factor \(c_k\), so the contribution is \(K_kc_kx(S)-K_kc_kx(S)=0\). If \(k\in S\), then \(x(S)=c_k\,x(S\setminus\{k\})\), and the contribution is

\[
2D_kx(S)+K_kx(S\setminus\{k\})-K_kc_kx(S)=r_k\,x(S\setminus\{k\}),\qquad r_k=K_k+2D_kc_k-K_kc_k^2 .
\]

Hence

\[
(Hx)(S)-\Big(\sum_kK_kc_k\Big)x(S)=\sum_{k\in S}r_k\,x(S\setminus\{k\}).
\]

If all \(r_k\) vanish, \(x\) is an eigenvector; it is nonzero because \(x(\varnothing)=1\). Conversely, let \(Hx=Ex\). At \(S=\varnothing\) the right side is empty, so \(E=\sum_kK_kc_k\). At \(S=\{j\}\) the left side is now zero and the right side is \(r_j\), so \(r_j=0\).

## The lowest energy is a sum of pair energies

Let \(R_k=\sqrt{D_k^2+K_k^2}\). When \(K_k\neq0\), multiplying the quadratic by \(K_k\) gives \((K_kc_k-D_k)^2=R_k^2\), so \(K_kc_k=D_k\pm R_k\). The signs can be chosen independently for each pair.

Taking every lower sign gives the energy \(\sum_ke_k\) with \(e_k=D_k-R_k\). To see that no eigenvalue is lower, consider one pair with coefficients \(a\) (reference) and \(b\) (excited), dropping the index:

\[
2R\left[2Db^2+2Kab-(D-R)(a^2+b^2)\right]=\big((R-D)a+Kb\big)^2+\big(Ka+(R+D)b\big)^2\ge0 .
\]

For \(R>0\) the bracket is therefore nonnegative; for \(R=0\) both \(D\) and \(K\) vanish, and so does the bracket. For an arbitrary vector \(x\) and fixed \(k\), group the configurations into partners \(S\), \(S\cup\{k\}\) and apply this bound to each group. Summing over groups and then over \(k\) gives \(\langle x,Hx\rangle\ge\big(\sum_ke_k\big)\langle x,x\rangle\). For an eigenvector with eigenvalue \(E\) the left side is \(E\langle x,x\rangle\), so \(E\ge\sum_ke_k\).

The condition \(K_k\ne0\) means that the coupling really mixes the two levels. If \(K_k=0\) and \(D_k<0\), the lower level is the purely excited one, which a product with \(x(\varnothing)=1\) cannot represent.

## Two different pairs in numbers

Let \((D_0,K_0)=(4,3)\) and \((D_1,K_1)=(3,4)\). Both have \(R=5\), so \(e_0=-1\), \(e_1=-2\), \(c_0=-\tfrac13\) and \(c_1=-\tfrac12\). On \(\varnothing,\{0\},\{1\},\{0,1\}\) the product vector is \((1,-\tfrac13,-\tfrac12,\tfrac16)\), with energy \(-3\). The last row confirms it: \(14\cdot\tfrac16+3\cdot(-\tfrac12)+4\cdot(-\tfrac13)=-\tfrac12=-3\cdot\tfrac16\).

The squared norm is \(\prod_k(1+c_k^2)=\tfrac{25}{18}\), so the normalised coefficients are about \((0.849,-0.283,-0.424,0.141)\). Leaving out \(\{0,1\}\), as configuration interaction limited to one excited pair does, raises the lowest energy to about \(-2.685\).

## The residual in a coupled-cluster program

In this model the quadratics are the coupled-cluster amplitude equations for pair excitations. A program can evaluate \(r_k\) and, for \(D_k\neq0\), update \(c_k\leftarrow c_k-r_k/(2D_k)\). Starting from zero, the first step gives \(-K_k/(2D_k)\), the first-order perturbative amplitude. The iteration can diverge when \(|K_k|\) is large compared with \(|D_k|\). When the residuals of all pairs vanish, the product vector is an eigenvector, but not necessarily the lowest one, since the amplitudes with the upper sign, \((D_k+R_k)/K_k\), satisfy the same equations.

## Configurations, Hamiltonian and product vector in Lean

```lean
import Mathlib

namespace DifferentSeparatedPairs

noncomputable section

variable {N : ℕ}
```

Pairs are elements of `Fin N`, numbered from 0, and a configuration is a `Finset (Fin N)`. The operation \(S\triangle k\) is `toggle k S`.

```lean
/-- Excite pair `k` if it is in its reference state, and de-excite it otherwise. -/
def toggle (k : Fin N) (S : Finset (Fin N)) : Finset (Fin N) :=
  if k ∈ S then S.erase k else insert k S
```

State vectors are real functions on configurations, and `hamiltonian D K` is a linear map on them. The model has two levels per pair, real parameters and no coupling between pairs.

```lean
/-- The Hamiltonian of `N` separated pairs: an excited pair `k` costs `2 * D k`, and `K k` couples
configurations that differ only in the excitation of pair `k`. -/
def hamiltonian (D K : Fin N → ℝ) :
    (Finset (Fin N) → ℝ) →ₗ[ℝ] (Finset (Fin N) → ℝ) where
  toFun x S := (∑ k ∈ S, 2 * D k) * x S + ∑ k, K k * x (toggle k S)
  map_add' x y := by
    ext S
    simp only [Pi.add_apply, mul_add, Finset.sum_add_distrib]
    ring
  map_smul' a x := by
    ext S
    simp only [Pi.smul_apply, smul_eq_mul, RingHom.id_apply, mul_add, Finset.mul_sum]
    congr 1
    · ring
    · exact Finset.sum_congr rfl fun k _ => by ring
```

The product vector is left unnormalised, with coefficient 1 on the reference.

```lean
/-- The product vector, whose coefficient on a configuration is the product of the amplitudes of
its excited pairs. -/
def productState (c : Fin N → ℝ) (S : Finset (Fin N)) : ℝ := ∏ k ∈ S, c k
```

The lower pair energy \(e_k\) is `pairEnergy (D k) (K k)`.

```lean
/-- The lower eigenvalue `D - √(D² + K²)` of a single pair. -/
def pairEnergy (D K : ℝ) : ℝ := D - Real.sqrt (D ^ 2 + K ^ 2)
```

## The residual identity and the equivalence

Toggling is its own inverse, which the grouping into partners will need.

```lean
/-- Toggling the same pair twice restores the configuration. -/
theorem toggle_toggle (k : Fin N) (S : Finset (Fin N)) : toggle k (toggle k S) = S := by
  by_cases h : k ∈ S <;> simp [toggle, h, Finset.insert_erase]
```

The next lemma collects the diagonal and coupling terms pair by pair.

```lean
/-- The Hamiltonian is a sum of terms, each acting on one pair only. -/
theorem hamiltonian_apply_pairs (D K : Fin N → ℝ) (x : Finset (Fin N) → ℝ)
    (S : Finset (Fin N)) :
    hamiltonian D K x S =
      ∑ k, ((if k ∈ S then 2 * D k else 0) * x S + K k * x (toggle k S)) := by
  change (∑ k ∈ S, 2 * D k) * x S + ∑ k, K k * x (toggle k S) = _
  rw [Finset.sum_add_distrib, ← Finset.sum_mul, Finset.sum_ite_mem, Finset.univ_inter]
```

The residual identity then follows by comparing summands. The split `by_cases h : k ∈ S` is the one made by hand, and `linear_combination` uses \(c_k\,x(S\setminus\{k\})=x(S)\).

```lean
/-- The residual of a product vector at the energy `∑ K c` is a sum over the excited pairs of their
amplitude defects `K + 2 * D * c - K * c ^ 2`, each times the product of the amplitudes of the other
excited pairs. -/
theorem residual_productState (D K c : Fin N → ℝ) (S : Finset (Fin N)) :
    hamiltonian D K (productState c) S - (∑ k, K k * c k) * productState c S =
      ∑ k ∈ S, (K k + 2 * D k * c k - K k * c k ^ 2) * productState c (S.erase k) := by
  have hr : ∑ k ∈ S, (K k + 2 * D k * c k - K k * c k ^ 2) * productState c (S.erase k) =
      ∑ k, if k ∈ S then
        (K k + 2 * D k * c k - K k * c k ^ 2) * productState c (S.erase k) else 0 := by
    rw [Finset.sum_ite_mem, Finset.univ_inter]
  rw [hr, hamiltonian_apply_pairs, Finset.sum_mul, ← Finset.sum_sub_distrib]
  refine Finset.sum_congr rfl fun k _ => ?_
  by_cases h : k ∈ S
  · have hp : c k * productState c (S.erase k) = productState c S :=
      Finset.mul_prod_erase S c h
    have ht : toggle k S = S.erase k := if_pos h
    rw [if_pos h, if_pos h, ht]
    linear_combination (-(2 * D k) + K k * c k) * hp
  · have hp : productState c (insert k S) = c k * productState c S :=
      Finset.prod_insert h
    have ht : toggle k S = insert k S := if_neg h
    rw [if_neg h, if_neg h, ht, hp]
    ring
```

With all defects zero, the identity gives the eigenvalue equation. `HasEigenvector` also demands a nonzero vector, which evaluation at `∅` supplies.

```lean
/-- If every pair satisfies its amplitude equation, the product vector is an eigenvector with
the additive energy `∑ K c`. -/
theorem productState_hasEigenvector (D K c : Fin N → ℝ)
    (h : ∀ k, K k + 2 * D k * c k = K k * c k ^ 2) :
    Module.End.HasEigenvector (hamiltonian D K) (∑ k, K k * c k) (productState c) := by
  refine ⟨Module.End.mem_eigenspace_iff.mpr ?_, ?_⟩
  · ext S
    have hr := residual_productState D K c S
    have hz : ∑ k ∈ S, (K k + 2 * D k * c k - K k * c k ^ 2) *
        productState c (S.erase k) = 0 :=
      Finset.sum_eq_zero fun k _ => by rw [h k, sub_self, zero_mul]
    rw [hz] at hr
    simpa only [Pi.smul_apply, smul_eq_mul] using sub_eq_zero.mp hr
  · intro h0
    have := congrFun h0 ∅
    simp [productState] at this
```

The equivalence leaves the energy open through `∃ E`. In the converse direction, `he` reads the energy from the empty configuration, and `hj` isolates the equation of pair `j` from the singleton.

```lean
/-- A product vector is an eigenvector of the separated pairs exactly when each pair satisfies
its own quadratic amplitude equation. -/
theorem productState_eigenvector_iff (D K c : Fin N → ℝ) :
    (∃ E, Module.End.HasEigenvector (hamiltonian D K) E (productState c)) ↔
      ∀ k, K k + 2 * D k * c k = K k * c k ^ 2 := by
  refine ⟨?_, fun h => ⟨_, productState_hasEigenvector D K c h⟩⟩
  rintro ⟨E, hE⟩ j
  have hx : ∀ S, hamiltonian D K (productState c) S = E * productState c S := fun S => by
    rw [hE.apply_eq_smul, Pi.smul_apply, smul_eq_mul]
  -- the reference configuration fixes the energy
  have h0 := residual_productState D K c ∅
  rw [hx, Finset.sum_empty] at h0
  have he : E = ∑ k, K k * c k := by
    have h1 : productState c ∅ = 1 := Finset.prod_empty
    rw [h1] at h0
    linarith
  -- the configuration with only pair j excited isolates its amplitude equation
  have hj := residual_productState D K c {j}
  have h1 : productState c (({j} : Finset (Fin N)).erase j) = 1 := by simp [productState]
  rw [hx, ← he, sub_self, Finset.sum_singleton, h1] at hj
  linarith
```

## Independent roots and the ground state

The signs are real numbers `σ k` with square 1. The proof multiplies each amplitude equation by `K k` and reduces it to the completed square.

```lean
/-- With nonzero couplings, every independent choice of signs `σ k = ±1` gives a product
eigenvector whose energy is the sum of `D k + σ k * √(D k² + K k²)`. -/
theorem signed_product_eigenvector (D K σ : Fin N → ℝ) (hK : ∀ k, K k ≠ 0)
    (hσ : ∀ k, σ k ^ 2 = 1) :
    Module.End.HasEigenvector (hamiltonian D K)
      (∑ k, (D k + σ k * Real.sqrt (D k ^ 2 + K k ^ 2)))
      (productState fun k => (D k + σ k * Real.sqrt (D k ^ 2 + K k ^ 2)) / K k) := by
  have hc : ∀ k, K k * ((D k + σ k * Real.sqrt (D k ^ 2 + K k ^ 2)) / K k) =
      D k + σ k * Real.sqrt (D k ^ 2 + K k ^ 2) := fun k => by
    have := hK k
    field_simp
  rw [← Finset.sum_congr rfl fun k _ => hc k]
  refine productState_hasEigenvector D K _ fun k => ?_
  have hk := hc k
  have hR := Real.sq_sqrt (show 0 ≤ D k ^ 2 + K k ^ 2 by positivity)
  generalize (D k + σ k * Real.sqrt (D k ^ 2 + K k ^ 2)) / K k = c at hk ⊢
  apply mul_left_cancel₀ (hK k)
  linear_combination (-(K k * c - D k + σ k * Real.sqrt (D k ^ 2 + K k ^ 2))) * hk
    - σ k ^ 2 * hR - (D k ^ 2 + K k ^ 2) * hσ k
```

The one-pair bound treats \(R=0\) separately and otherwise uses the sum of two squares displayed above.

```lean
/-- The energy form of one pair is bounded below by `pairEnergy` times the squared norm. -/
theorem pair_form_bound (D K a b : ℝ) :
    pairEnergy D K * (a ^ 2 + b ^ 2) ≤ 2 * D * b ^ 2 + 2 * K * a * b := by
  unfold pairEnergy
  have hR := Real.sq_sqrt (show 0 ≤ D ^ 2 + K ^ 2 by positivity)
  have h0 := Real.sqrt_nonneg (D ^ 2 + K ^ 2)
  generalize Real.sqrt (D ^ 2 + K ^ 2) = R at hR h0 ⊢
  rcases h0.eq_or_lt with h | h
  · subst h
    have hD : D = 0 := by nlinarith [sq_nonneg D, sq_nonneg K]
    have hK : K = 0 := by nlinarith [sq_nonneg D, sq_nonneg K]
    simp [hD, hK]
  · -- 2R times the difference of the two sides is a sum of two squares
    have hs : 2 * R * (2 * D * b ^ 2 + 2 * K * a * b - (D - R) * (a ^ 2 + b ^ 2)) =
        ((R - D) * a + K * b) ^ 2 + (K * a + (R + D) * b) ^ 2 := by
      linear_combination (a ^ 2 + b ^ 2) * hR
    have hn : 0 ≤ 2 * R * (2 * D * b ^ 2 + 2 * K * a * b - (D - R) * (a ^ 2 + b ^ 2)) := by
      rw [hs]; positivity
    exact sub_nonneg.mp ((mul_nonneg_iff_of_pos_left (by positivity)).mp hn)
```

For arbitrary vectors, the Lean proof adds the bound for `S` and `toggle k S` over all `S`. Each group of partners is thus counted twice, and the final `linarith` removes the common factor 2. This bound needs no condition on `K`.

```lean
/-- For any vector `x`, normalised or not, the quadratic form `⟨x, H x⟩` is at least the sum of the
lower pair energies times the squared norm of `x`. -/
theorem energy_lower_bound (D K : Fin N → ℝ) (x : Finset (Fin N) → ℝ) :
    (∑ k, pairEnergy (D k) (K k)) * ∑ S, x S ^ 2 ≤ ∑ S, x S * hamiltonian D K x S := by
  have hswap : ∑ S, x S * hamiltonian D K x S =
      ∑ k, ∑ S, x S * ((if k ∈ S then 2 * D k else 0) * x S + K k * x (toggle k S)) := by
    simp_rw [hamiltonian_apply_pairs, Finset.mul_sum]
    exact Finset.sum_comm
  rw [hswap, Finset.sum_mul]
  refine Finset.sum_le_sum fun k _ => ?_
  obtain ⟨f, hf⟩ : ∃ f : Finset (Fin N) → ℝ, ∀ S, f S =
      x S * ((if k ∈ S then 2 * D k else 0) * x S + K k * x (toggle k S)) :=
    ⟨_, fun _ => rfl⟩
  simp only [← hf]
  have hs : ∀ g : Finset (Fin N) → ℝ, ∑ S, g (toggle k S) = ∑ S, g S := fun g =>
    Equiv.sum_comp (Function.Involutive.toPerm (toggle k) (toggle_toggle k)) g
  have h1 : ∑ S, x (toggle k S) ^ 2 = ∑ S, x S ^ 2 := hs fun S => x S ^ 2
  -- group each configuration with its partner under toggling pair k
  have hpt : ∀ S, pairEnergy (D k) (K k) * (x S ^ 2 + x (toggle k S) ^ 2) ≤
      f S + f (toggle k S) := by
    intro S
    rw [hf S, hf (toggle k S), toggle_toggle]
    by_cases h : k ∈ S
    · have h' : k ∉ toggle k S := by simp [toggle, h]
      rw [if_pos h, if_neg h']
      linarith [pair_form_bound (D k) (K k) (x (toggle k S)) (x S)]
    · have h' : k ∈ toggle k S := by simp [toggle, h]
      rw [if_neg h, if_pos h']
      linarith [pair_form_bound (D k) (K k) (x S) (x (toggle k S))]
  have ht := Finset.sum_le_sum fun S (_ : S ∈ Finset.univ) => hpt S
  rw [← Finset.mul_sum, Finset.sum_add_distrib, Finset.sum_add_distrib, h1, hs f] at ht
  linarith
```

The last theorem sets every sign to \(-1\) and applies the bound to an eigenvector of any eigenvalue `E`, dividing by its positive squared norm. It identifies the lowest eigenvalue and one vector attaining it; uniqueness of that vector is not part of the statement.

```lean
/-- With nonzero couplings, the product vector with amplitudes `pairEnergy / K` is an eigenvector
whose energy is the sum of the pair energies, and no eigenvalue lies below it. -/
theorem product_ground_state (D K : Fin N → ℝ) (hK : ∀ k, K k ≠ 0) :
    Module.End.HasEigenvector (hamiltonian D K) (∑ k, pairEnergy (D k) (K k))
      (productState fun k => pairEnergy (D k) (K k) / K k) ∧
    ∀ E, Module.End.HasEigenvalue (hamiltonian D K) E →
      ∑ k, pairEnergy (D k) (K k) ≤ E := by
  constructor
  · have h := signed_product_eigenvector D K (fun _ => -1) hK (fun _ => by norm_num)
    have he : ∀ k, D k + -1 * Real.sqrt (D k ^ 2 + K k ^ 2) = pairEnergy (D k) (K k) :=
      fun k => by unfold pairEnergy; ring
    simpa only [he] using h
  · intro E hE
    obtain ⟨x, hx⟩ := hE.exists_hasEigenvector
    have hb := energy_lower_bound D K x
    have hr : ∑ S, x S * hamiltonian D K x S = E * ∑ S, x S ^ 2 := by
      rw [hx.apply_eq_smul, Finset.mul_sum]
      refine Finset.sum_congr rfl fun S _ => ?_
      rw [Pi.smul_apply, smul_eq_mul]
      ring
    rw [hr] at hb
    obtain ⟨S, hS⟩ := Function.ne_iff.mp hx.2
    have hS' : x S ≠ 0 := hS
    have hpos : 0 < ∑ S, x S ^ 2 :=
      Finset.sum_pos' (fun T _ => sq_nonneg (x T)) ⟨S, Finset.mem_univ S, by positivity⟩
    exact le_of_mul_le_mul_right hb hpos

end

end DifferentSeparatedPairs
```

```lean
#print axioms DifferentSeparatedPairs.productState_eigenvector_iff
-- 'DifferentSeparatedPairs.productState_eigenvector_iff' depends on axioms: [propext, Classical.choice, Quot.sound]
#print axioms DifferentSeparatedPairs.product_ground_state
-- 'DifferentSeparatedPairs.product_ground_state' depends on axioms: [propext, Classical.choice, Quot.sound]
```
